# A Phillips–Kleinman term built on exact, linearly independent core orbitals moves only the core levels

Suppose a one-electron Hamiltonian has deep core levels, and only the valence levels above them are wanted. A search for the lowest state will fall into the core unless something prevents it. Phillips and Kleinman's remedy is to add a term that raises the core levels, so that a valence level can become the lowest. Their term vanishes on states orthogonal to the core. A more general term of this kind still maps every state into the span of the core orbitals, but it may act on valence states too. Do the valence energies survive?

In a finite basis they do, for every term of this shape, provided that the core orbitals are linearly independent and span an invariant subspace of the Hamiltonian. Let H be the Hamiltonian matrix, let the columns of C be the core orbitals, and let E be the matrix of H within the core:

H C = C E.

If the core orbitals are linearly independent eigenvectors, E is diagonal and holds their energies. The condition says that the core is exact for this same H. Atomic core orbitals carried over unchanged into a molecule generally satisfy it only approximately.

In Lean, `n` indexes the basis functions and `m` the core orbitals. All matrices are complex, and H is not assumed Hermitian.

```lean
import Mathlib

open Matrix

namespace PhillipsKleinmanExtension

noncomputable section

variable {n m : Type*} [Fintype n] [DecidableEq n] [Fintype m] [DecidableEq m]
```

## The extended Hamiltonian and its core block

Let F be any matrix of the same shape as C, and write Fᴴ for its conjugate transpose. The extended Hamiltonian is

H + C Fᴴ.

Fᴴ reads off one amplitude per core orbital from a state, and C turns these amplitudes into a combination of core orbitals. The sum is in general not Hermitian, even when H is.

```lean
/-- The extended Phillips-Kleinman Hamiltonian `H + C Fᴴ`: the added term maps every state
into the span of the core orbitals, the columns of `C`. -/
def pkHamiltonian (H : Matrix n n ℂ) (C F : Matrix n m ℂ) : Matrix n n ℂ :=
  H + C * Fᴴ
```

Within the core, E is replaced by the shifted core matrix

K = E + Fᴴ C.

```lean
/-- The shifted core matrix `E + Fᴴ C`. -/
def shiftedCore (E : Matrix m m ℂ) (C F : Matrix n m ℂ) : Matrix m m ℂ :=
  E + Fᴴ * C
```

To see this, let the extended Hamiltonian act on the core orbitals:

(H + C Fᴴ) C = C E + C Fᴴ C = C (E + Fᴴ C) = C K.

The core span therefore stays invariant. The Lean proof expands both products and inserts the hypothesis `h`, which is H C = C E.

```lean
omit [DecidableEq n] [DecidableEq m] in
/-- If `H C = C E`, the extended Hamiltonian maps the core orbitals among themselves,
through the shifted core matrix. -/
theorem pkHamiltonian_mul_core {H : Matrix n n ℂ} {E : Matrix m m ℂ} {C : Matrix n m ℂ}
    (h : H * C = C * E) (F : Matrix n m ℂ) :
    pkHamiltonian H C F * C = C * shiftedCore E C F := by
  rw [pkHamiltonian, shiftedCore, Matrix.add_mul, Matrix.mul_add, h, Matrix.mul_assoc]
```

## A determinant identity that needs no inverse

The levels are the zeros of secular determinants, so the determinants of the extended and the original problem have to be compared. Let A and B be square matrices with A C = C B, and let G be any matrix of the shape of Fᴴ. Writing block rows separated by semicolons, we have

(1, C; 0, 1) (A − C G, 0; G, B) = (A, C B; G, B),

(A, 0; G, B − G C) (1, C; 0, 1) = (A, A C; G, B).

The right-hand sides agree because A C = C B. The factor (1, C; 0, 1) has determinant 1, and a block-triangular determinant is the product of its diagonal blocks' determinants. Hence

det(A − C G) det B = det A det(B − G C).

Nothing was inverted, so the identity also holds where A or B is singular, which is exactly where the levels lie. In the proof, `key` is the equality of the two block products, and taking determinants of both sides finishes it.

```lean
/-- If `A C = C B`, then `det (A - C G) det B = det A det (B - G C)`, whether or not
`A` and `B` are invertible. -/
theorem det_intertwined {A : Matrix n n ℂ} {B : Matrix m m ℂ} {C : Matrix n m ℂ}
    (h : A * C = C * B) (G : Matrix m n ℂ) :
    (A - C * G).det * B.det = A.det * (B - G * C).det := by
  -- the two block-triangular matrices are similar
  have key : fromBlocks 1 C 0 1 * fromBlocks (A - C * G) 0 G B
      = fromBlocks A 0 G (B - G * C) * fromBlocks 1 C 0 1 := by
    rw [fromBlocks_multiply, fromBlocks_multiply, h]
    simp
  have hdet := congrArg Matrix.det key
  simpa only [det_mul, det_fromBlocks_zero₂₁, det_fromBlocks_zero₁₂, det_one, one_mul,
    mul_one] using hdet
```

Now take A = z − H, B = z − E and G = Fᴴ, where z is any complex energy. The intertwining condition carries over:

(z − H) C = z C − C E = C (z − E).

The result is

det(z − H − C Fᴴ) det(z − E) = det(z − H) det(z − K).

Lean writes the number z as a matrix, `z • 1`. The intermediate fact `hz` is the shifted intertwining condition.

```lean
/-- If `H C = C E`, the secular determinants of the extended and the original Hamiltonian
are related through those of the shifted and the original core matrix, at every complex
energy `z`. -/
theorem secular_det {H : Matrix n n ℂ} {E : Matrix m m ℂ} {C : Matrix n m ℂ}
    (h : H * C = C * E) (F : Matrix n m ℂ) (z : ℂ) :
    (z • (1 : Matrix n n ℂ) - pkHamiltonian H C F).det * (z • (1 : Matrix m m ℂ) - E).det
      = (z • (1 : Matrix n n ℂ) - H).det
        * (z • (1 : Matrix m m ℂ) - shiftedCore E C F).det := by
  have hz : (z • (1 : Matrix n n ℂ) - H) * C = C * (z • (1 : Matrix m m ℂ) - E) := by
    rw [Matrix.sub_mul, Matrix.mul_sub, h, Matrix.smul_mul, Matrix.mul_smul,
      Matrix.one_mul, Matrix.mul_one]
  simpa only [pkHamiltonian, shiftedCore, sub_sub] using det_intertwined hz Fᴴ
```

This identity alone does not guarantee that the levels of E are levels of H. That can fail when the core orbitals are linearly dependent. Take a single basis function with H = (h), and list the same core orbital twice, C = (1, 1). Then

E = (h, h − d; 0, d)

satisfies H C = C E for every d. The matrix E has the levels h and d, while H has only h. The determinant identity remains true, but for d ≠ h the level d of E is not a level of H. The non-core levels of H are still unaffected by the added term, because dependent core orbitals can be replaced by a basis of their span. Linear independence is assumed below so that the levels of E, counted with multiplicity, are all levels of H.

## From determinants to levels with multiplicity

Write χ(M) for the characteristic polynomial of M, whose value at z is det(z − M). Its roots are the levels, counted with algebraic multiplicity. The next lemma matches Lean's `charpoly` to this convention.

```lean
/-- The characteristic polynomial at the energy `z` is the secular determinant
`det (z - M)`. -/
theorem eval_charpoly_eq (M : Matrix n n ℂ) (z : ℂ) :
    M.charpoly.eval z = (z • (1 : Matrix n n ℂ) - M).det := by
  rw [Matrix.eval_charpoly, Matrix.scalar_apply, Matrix.smul_one_eq_diagonal]
```

Linear independence of the core orbitals is expressed by a left inverse L:

L C = 1.

For orthonormal orbitals L = Cᴴ. In a basis with overlap matrix S, the letter H stands for S⁻¹ times the usual Hamiltonian matrix, and orbitals with Cᴴ S C = 1 have L = Cᴴ S.

With L available, F can be chosen to send the whole core to one number t. Put Fᴴ = (t − E) L. Then

K = E + (t − E) L C = E + t − E = t,

a multiple of the identity, so with N core orbitals

χ(K) = (X − t)ᴺ.

In Lean N is `Fintype.card m`, and `Polynomial.C t` is the constant polynomial t, unrelated to the core matrix C. The proof first establishes K = t as `hc`, then compares the two polynomials at every z.

```lean
omit [DecidableEq n] in
/-- If `L C = 1`, the choice `Fᴴ = (t - E) L` gives a shifted core matrix whose
characteristic polynomial is a power of `X - t`, with one factor per core orbital. -/
theorem charpoly_collapsed_core (E : Matrix m m ℂ) {C : Matrix n m ℂ} {L : Matrix m n ℂ}
    (hL : L * C = 1) (t : ℂ) :
    (shiftedCore E C ((t • (1 : Matrix m m ℂ) - E) * L)ᴴ).charpoly
      = (Polynomial.X - Polynomial.C t) ^ Fintype.card m := by
  have hc : shiftedCore E C ((t • (1 : Matrix m m ℂ) - E) * L)ᴴ = t • 1 := by
    rw [shiftedCore, conjTranspose_conjTranspose, Matrix.mul_assoc, hL, Matrix.mul_one,
      add_sub_cancel]
  rw [hc]
  refine Polynomial.funext fun z => ?_
  rw [eval_charpoly_eq, ← sub_smul, det_smul, det_one, mul_one]
  simp
```

This special choice shows that the core levels are contained in the spectrum of H. The determinant identity holds at every z, so it is an identity of polynomials:

χ(H + C Fᴴ) χ(E) = χ(H) χ(K).

Choose t to be no level of E. This is possible because χ(E) is not the zero polynomial. For the F that collapses the core to t, the identity shows that χ(E) divides

χ(H) (X − t)ᴺ.

Since t is not a root of χ(E), the factors X − t have nothing in common with χ(E), so χ(E) divides χ(H) itself. Call the quotient q:

χ(H) = χ(E) q.

Now return to an arbitrary F. Substituting this factorisation gives

χ(H + C Fᴴ) χ(E) = χ(E) q χ(K),

and cancelling χ(E) leaves

χ(H + C Fᴴ) = χ(K) q.

The roots of q are the levels that do not move. In the theorem, q is introduced before "for every F", so the same q serves all choices of F. The proof follows the order above: `shift` is the polynomial identity, `hcop` the coprimality, `hq` the factorisation of χ(H), and `mul_right_cancel₀` the cancellation.

```lean
/-- Only core levels move: if `H C = C E` and `C` has a left inverse, the levels of `H` are
those of `E` together with the roots of a polynomial `q`, and for every `F` the levels of
`H + C Fᴴ` are those of `E + Fᴴ C` together with the roots of the same `q`, all counted with
algebraic multiplicity. -/
theorem only_core_levels_move {H : Matrix n n ℂ} {E : Matrix m m ℂ} {C : Matrix n m ℂ}
    {L : Matrix m n ℂ} (h : H * C = C * E) (hL : L * C = 1) :
    ∃ q : Polynomial ℂ, H.charpoly = E.charpoly * q ∧
      ∀ F : Matrix n m ℂ,
        (pkHamiltonian H C F).charpoly = (shiftedCore E C F).charpoly * q := by
  have hE : E.charpoly ≠ 0 := (Matrix.charpoly_monic E).ne_zero
  -- the secular identity at all energies is an identity of polynomials
  have shift : ∀ F : Matrix n m ℂ, (pkHamiltonian H C F).charpoly * E.charpoly
      = H.charpoly * (shiftedCore E C F).charpoly := fun F =>
    Polynomial.funext fun z => by
      simp only [Polynomial.eval_mul, eval_charpoly_eq]
      exact secular_det h F z
  -- choose an energy `t` that is not a core level and move all core levels there
  obtain ⟨t, ht⟩ : ∃ t, E.charpoly.eval t ≠ 0 := by
    by_contra hno
    refine hE (Polynomial.funext fun z => ?_)
    rw [Polynomial.eval_zero]
    exact not_not.mp fun hz => hno ⟨z, hz⟩
  have key := shift ((t • (1 : Matrix m m ℂ) - E) * L)ᴴ
  rw [charpoly_collapsed_core E hL t] at key
  have hcop : IsCoprime (Polynomial.X - Polynomial.C t) E.charpoly :=
    (Polynomial.irreducible_X_sub_C t).coprime_iff_not_dvd.mpr
      fun hd => ht (Polynomial.dvd_iff_isRoot.mp hd)
  -- hence the core levels are contained in the spectrum of `H`
  obtain ⟨q, hq⟩ : E.charpoly ∣ H.charpoly :=
    (hcop.pow_left (m := Fintype.card m)).symm.dvd_of_dvd_mul_right
      (Dvd.intro_left _ key)
  refine ⟨q, hq, fun F => mul_right_cancel₀ hE ?_⟩
  rw [shift F, hq]
  ring
```

For a finite one-electron matrix model with an exact core, this gives freedom in designing a pseudo-Hamiltonian: F can be chosen for convenience without changing the non-core levels. Algebraic multiplicity does not count independent eigenvectors, and the theorem does not say that the extended Hamiltonian is diagonalisable.

## The Phillips–Kleinman choice

Let the core orbitals be orthonormal, Cᴴ C = 1, and choose Fᴴ = (ε − E) Cᴴ for a number ε. The added term is

C (ε − E) Cᴴ.

For core eigenvectors |c⟩ with energies E_c this is the familiar sum

Σ_c (ε − E_c) |c⟩⟨c|.

Every core level goes to ε, and the other levels stay:

χ(H + C (ε − E) Cᴴ) = (X − ε)ᴺ q.

The proof applies the general theorem with L = Cᴴ and inserts the collapsed core polynomial. Here ε is a fixed number, whereas in the textbook Phillips–Kleinman equation it is the energy of the valence state being sought.

```lean
/-- The Phillips-Kleinman choice: for orthonormal core orbitals with `H C = C E`, adding
`C (ε - E) Cᴴ` to `H` moves every core level to `ε` and keeps all other levels. -/
theorem phillips_kleinman {H : Matrix n n ℂ} {E : Matrix m m ℂ} {C : Matrix n m ℂ}
    (h : H * C = C * E) (hC : Cᴴ * C = 1) (ε : ℂ) :
    ∃ q : Polynomial ℂ, H.charpoly = E.charpoly * q ∧
      (H + C * ((ε • (1 : Matrix m m ℂ) - E) * Cᴴ)).charpoly
        = (Polynomial.X - Polynomial.C ε) ^ Fintype.card m * q := by
  obtain ⟨q, hq, hF⟩ := only_core_levels_move h hC
  refine ⟨q, hq, ?_⟩
  have h1 := hF ((ε • (1 : Matrix m m ℂ) - E) * Cᴴ)ᴴ
  rw [charpoly_collapsed_core E hC ε, pkHamiltonian, conjTranspose_conjTranspose] at h1
  exact h1
```

## What happens to a valence orbital

Let ψ be an eigenvector of H with energy e that lies outside the core span. The extended Hamiltonian pushes part of ψ into the core:

(H + C Fᴴ) ψ = e ψ + C Fᴴ ψ.

Try to compensate with a core admixture, φ = ψ + C x. By the invariance of the core span,

(H + C Fᴴ) φ = e ψ + C (Fᴴ ψ + K x).

This equals e φ = e ψ + e C x if

(e − K) x = Fᴴ ψ.

When e is not a level of K, the system has the solution

x = (e − K)⁻¹ Fᴴ ψ.

The vector φ is nonzero, since φ = 0 would give ψ = C (−x) and put ψ in the core span.

In Lean, `*ᵥ` is a matrix acting on a vector, `hout` says that ψ is no combination of core orbitals, and `he` says that e is not a level of K. No left inverse is required. The proof records the linear system as `hx` and then replaces the explicit solution by a bare `x`, because only the equation matters from there on. The facts `h1` and `h2` are the actions on ψ and on C x.

```lean
/-- Let `H C = C E` and let `ψ`, outside the core span, be an eigenvector of `H` with energy
`e` that is not a level of `E + Fᴴ C`. Then `ψ` plus an explicit core admixture is a nonzero
eigenvector of the extended Hamiltonian with the same energy. -/
theorem pseudo_orbital {H : Matrix n n ℂ} {E : Matrix m m ℂ} {C : Matrix n m ℂ}
    (h : H * C = C * E) (F : Matrix n m ℂ) {ψ : n → ℂ} {e : ℂ} (hψ : H *ᵥ ψ = e • ψ)
    (hout : ∀ a : m → ℂ, ψ ≠ C *ᵥ a)
    (he : (e • (1 : Matrix m m ℂ) - shiftedCore E C F).det ≠ 0) :
    let φ := ψ + C *ᵥ ((e • (1 : Matrix m m ℂ) - shiftedCore E C F)⁻¹ *ᵥ (Fᴴ *ᵥ ψ))
    φ ≠ 0 ∧ pkHamiltonian H C F *ᵥ φ = e • φ := by
  intro φ
  -- the admixture `x` solves a linear system in the core space
  have hx : (e • (1 : Matrix m m ℂ) - shiftedCore E C F) *ᵥ
      ((e • (1 : Matrix m m ℂ) - shiftedCore E C F)⁻¹ *ᵥ (Fᴴ *ᵥ ψ)) = Fᴴ *ᵥ ψ := by
    rw [mulVec_mulVec, mul_nonsing_inv _ (isUnit_iff_ne_zero.mpr he), one_mulVec]
  subst φ
  generalize (e • (1 : Matrix m m ℂ) - shiftedCore E C F)⁻¹ *ᵥ (Fᴴ *ᵥ ψ) = x at hx ⊢
  rw [sub_mulVec, smul_mulVec, one_mulVec] at hx
  constructor
  · intro h0
    apply hout (-x)
    rw [mulVec_neg]
    exact eq_neg_of_add_eq_zero_left h0
  · have h1 : pkHamiltonian H C F *ᵥ ψ = e • ψ + C *ᵥ (Fᴴ *ᵥ ψ) := by
      rw [pkHamiltonian, add_mulVec, hψ, ← mulVec_mulVec]
    have h2 : pkHamiltonian H C F *ᵥ (C *ᵥ x) = C *ᵥ (shiftedCore E C F *ᵥ x) := by
      rw [mulVec_mulVec, pkHamiltonian_mul_core h, ← mulVec_mulVec]
    rw [mulVec_add, h1, h2, ← hx, mulVec_sub, mulVec_smul, smul_add]
    abel
```

The hypothesis `he` excludes the textbook case ε = e, in which the core has been moved onto the valence level. There, if ψ is orthogonal to the orthonormal core, a short calculation shows that ψ + C a is an eigenvector with energy e for every a, which is the familiar freedom to smooth a pseudo-orbital; this calculation is not part of the Lean development.

## A two-level example

Take the Hermitian matrix

H = (7, −24; −24, −7)

and the normalised core orbital c = (3/5, 4/5). Then

H c = (−15, −20) = −25 c,

cᴴ c = 9/25 + 16/25 = 1.

The trace of H is zero, so the other level is +25 and q = X − 25. Adding (ε + 25) c cᴴ moves −25 to ε and leaves +25 in place. The Lean statement checks the two hypotheses of the Phillips–Kleinman theorem for this matrix, entry by entry.

```lean
/-- A Hermitian two-level Hamiltonian with one normalised core orbital of energy `-25`
satisfies `H C = C E` and `Cᴴ C = 1`. -/
theorem phillips_kleinman_witness :
    (!![7, -24; -24, -7] : Matrix (Fin 2) (Fin 2) ℂ)
          * (!![3 / 5; 4 / 5] : Matrix (Fin 2) (Fin 1) ℂ)
        = (!![3 / 5; 4 / 5] : Matrix (Fin 2) (Fin 1) ℂ)
          * (!![-25] : Matrix (Fin 1) (Fin 1) ℂ) ∧
      (!![3 / 5; 4 / 5] : Matrix (Fin 2) (Fin 1) ℂ)ᴴ
          * (!![3 / 5; 4 / 5] : Matrix (Fin 2) (Fin 1) ℂ) = 1 := by
  constructor
  · ext i j
    fin_cases i <;> fin_cases j <;> norm_num [Matrix.mul_apply, Fin.sum_univ_succ]
  · ext i j
    fin_cases i
    fin_cases j
    norm_num [Matrix.mul_apply, Fin.sum_univ_succ, conjTranspose_apply]
    -- complex conjugation fixes the numerals
    have h3 : (starRingEnd ℂ) 3 = 3 := map_ofNat (starRingEnd ℂ) 3
    have h4 : (starRingEnd ℂ) 4 = 4 := map_ofNat (starRingEnd ℂ) 4
    have h5 : (starRingEnd ℂ) 5 = 5 := map_ofNat (starRingEnd ℂ) 5
    rw [h3, h4, h5]
    norm_num

end

end PhillipsKleinmanExtension
```

```lean
#print axioms PhillipsKleinmanExtension.phillips_kleinman
#print axioms PhillipsKleinmanExtension.pseudo_orbital
```

```
'PhillipsKleinmanExtension.phillips_kleinman' depends on axioms: [propext, Classical.choice, Quot.sound]
'PhillipsKleinmanExtension.pseudo_orbital' depends on axioms: [propext, Classical.choice, Quot.sound]
```
